# The exchange matrix of three fictitious identical particles acts on a vector through its local value, total sum and parity-weighted sum

For three fictitious identical particles with real statistics parameter $\xi$, the exchange matrix is indexed by the six permutations of the labels, and its entry at $(p,q)$ is $\xi$ to the power three minus the number of cycles of $p^{-1}q$, with $0^0=1$. The declaration `exchangeMatrix_mulVec` says that this matrix sends any real vector $v$, normalised or not, to the vector whose component at $p$ is $(1-\xi^2)\,v(p) + \tfrac{\xi^2+\xi}{2}\sum_q v(q) + \tfrac{\xi^2-\xi}{2}\,\mathrm{sgn}(p)\sum_q \mathrm{sgn}(q)\,v(q)$. The matrix carries no normalising factor such as $1/3!$. The attempt treats the component at $p$ as a sum over $q$, rewrites each matrix entry by the earlier lemma `exchangeMatrix_entry`, and then splits the sum into its three parts.

An attempt in Lean 4 with a fault in it:

```lean
import Mathlib

open Matrix Equiv

namespace ExchangeMatrixMulVec

noncomputable section

/-- The number of cycles of a permutation of `n` labels, fixed points included;
each cycle is counted at its smallest label. -/
def cycles {n : ℕ} (p : Perm (Fin n)) : ℕ :=
  (Finset.univ.filter fun i : Fin n => ∀ k : Fin n, i ≤ (⇑p)^[(k : ℕ)] i).card

/-- The exchange matrix of three fictitious identical particles with statistics
parameter `ξ`: its entries are `ξ ^ (3 - cycles (p⁻¹ q))`, with `0 ^ 0 = 1`. -/
def exchangeMatrix (ξ : ℝ) : Matrix (Perm (Fin 3)) (Perm (Fin 3)) ℝ :=
  Matrix.of fun p q => ξ ^ (3 - cycles (p⁻¹ * q))

/-- The parity of a permutation of three particles, as a real number. -/
def parity (p : Perm (Fin 3)) : ℝ := ((Perm.sign p : ℤ) : ℝ)

/-- Parity squares to one, its sum over the six permutations vanishes, and there
are six permutations. -/
theorem parity_sums : (∀ p, parity p * parity p = 1) ∧ ∑ p, parity p = 0 ∧
    ∑ _p : Perm (Fin 3), (1 : ℝ) = 6 := by
  refine ⟨fun p => ?_, ?_, ?_⟩
  · rcases Int.units_eq_one_or (Perm.sign p) with h | h <;> simp [parity, h]
  · have h : ∑ p : Perm (Fin 3), (Perm.sign p : ℤ) = 0 := by decide +kernel
    unfold parity
    exact_mod_cast h
  · norm_num [Fintype.card_perm, Nat.factorial]

/-- The exchange matrix is a combination of the identity, the all-ones matrix and
the outer product of the parity vector with itself. -/
theorem exchangeMatrix_entry (ξ : ℝ) (p q : Perm (Fin 3)) :
    exchangeMatrix ξ p q = (1 - ξ ^ 2) * (if p = q then 1 else 0)
      + (ξ ^ 2 + ξ) / 2 + (ξ ^ 2 - ξ) / 2 * (parity p * parity q) := by
  -- a finite check of the exchange exponents
  have key : ∀ p q : Perm (Fin 3), 3 - cycles (p⁻¹ * q) =
      if p = q then 0 else if Perm.sign p = Perm.sign q then 2 else 1 := by
    decide +kernel
  show ξ ^ (3 - cycles (p⁻¹ * q)) = _
  rw [key]
  by_cases h : p = q
  · subst h
    rw [if_pos rfl, if_pos rfl, parity_sums.1 p]
    ring
  · by_cases hs : Perm.sign p = Perm.sign q
    · have hpq : parity p * parity q = 1 := by
        unfold parity
        rw [← hs]
        exact parity_sums.1 p
      rw [if_neg h, if_neg h, if_pos hs, hpq]
      ring
    · have hpq : parity p * parity q = -1 := by
        rcases Int.units_eq_one_or (Perm.sign p) with hp | hp <;>
          rcases Int.units_eq_one_or (Perm.sign q) with hq | hq <;>
          simp_all [parity]
      rw [if_neg h, if_neg h, if_neg hs, hpq]
      ring

/-- The exchange matrix acts on a vector through its local value, its total sum and
its parity-weighted sum. -/
theorem exchangeMatrix_mulVec (ξ : ℝ) (v : Perm (Fin 3) → ℝ) (p : Perm (Fin 3)) :
    (exchangeMatrix ξ *ᵥ v) p = (1 - ξ ^ 2) * v p + (ξ ^ 2 + ξ) / 2 * ∑ q, v q
      + (ξ ^ 2 - ξ) / 2 * parity p * ∑ q, parity q * v q := by
  calc (exchangeMatrix ξ *ᵥ v) p
      = ∑ q, ((1 - ξ ^ 2) * (if p = q then v q else 0) + (ξ ^ 2 + ξ) / 2 * v q
          + (ξ ^ 2 - ξ) / 2 * parity p * (parity q * v q)) :=
        Finset.sum_congr rfl fun q _ => by
          show exchangeMatrix ξ p q * v q = _
          rw [exchangeMatrix_entry]
          split_ifs <;> ring
    _ = _ := by
        rw [Finset.sum_add_distrib, Finset.sum_add_distrib, ← Finset.mul_sum,
          ← Finset.mul_sum, ← Finset.mul_sum, Finset.sum_ite_eq,
          if_pos (Finset.mem_univ p)]

end

end ExchangeMatrixMulVec
```

The compiler's answer:

```
Main.lean:70:8: error: Type mismatch
  Finset.sum_congr rfl fun q x => ?m.248
has type
  Finset.sum ?m.245 ?m.242 = Finset.sum ?m.245 ?m.243
but is expected to have type
  (exchangeMatrix ξ *ᵥ v) p =
    ∑ q,
      (((1 - ξ ^ 2) * if p = q then v q else 0) + (ξ ^ 2 + ξ) / 2 * v q + (ξ ^ 2 - ξ) / 2 * parity p * (parity q * v q))
Main.lean:73:10: error: No goals to be solved
```

Diagnosis. The first message says that `Finset.sum_congr` proves an equality between two `Finset.sum`s, while the left side of the goal is `(exchangeMatrix ξ *ᵥ v) p`. That is a sum only once `Matrix.mulVec` and `dotProduct` are unfolded, and Lean did not do this when matching the types.

The second message follows from the first. With the match failed, the summands were still unknown, so the `_` in the `show` line had no fixed value. After its rewrite, `rw` tries to close the goal by reflexivity, and here it could do so by filling in `_` with the left side. Nothing was left for `split_ifs`.

In the repair, `simp only [Matrix.mulVec, dotProduct]` turns the left side into an explicit sum, so `refine Finset.sum_congr rfl fun q _ => ?_` fits and leaves a goal with both summands known. The rewrite then leaves a real equation for `split_ifs <;> ring` to prove. The `show` line is dropped because the unfolding already exposes the product it spelled out.

The repair, with which the file compiles:

```diff
@@ -68,6 +68,7 @@
       = ∑ q, ((1 - ξ ^ 2) * (if p = q then v q else 0) + (ξ ^ 2 + ξ) / 2 * v q
           + (ξ ^ 2 - ξ) / 2 * parity p * (parity q * v q)) :=
-        Finset.sum_congr rfl fun q _ => by
-          show exchangeMatrix ξ p q * v q = _
+        by
+          simp only [Matrix.mulVec, dotProduct]
+          refine Finset.sum_congr rfl fun q _ => ?_
           rw [exchangeMatrix_entry]
           split_ifs <;> ring
```
